# The leading Gaunt energy of a hydrogenic 1s² shell is α²Z³/4

For nuclear charge $Z>0$, let $P(r)=2Z^{3/2}re^{-Zr}$ and $Q=-(\alpha Z/2)P$ be the large and leading small radial functions of the 1s orbital, with $\alpha$ the fine-structure constant. In atomic units,

$$\int_0^\infty\!\!\int_0^\infty P(r)Q(r)\,P(s)Q(s)\,\frac{\min(r,s)}{\max(r,s)^2}\,ds\,dr=\frac{3\alpha^2Z^3}{32},$$

and $8/3$ times this is, to leading order in $\alpha Z$, the mean of the Gaunt interaction $-\boldsymbol\alpha_1\cdot\boldsymbol\alpha_2/r_{12}$, namely $\alpha^2Z^3/4$. Here $\boldsymbol\alpha_1$ and $\boldsymbol\alpha_2$ are the Dirac matrices of the two electrons and $r_{12}$ is their distance. The result is the first-order magnetic correction for a helium-like ion with uncorrelated hydrogenic orbitals.

## Two electrons in one s shell

At distance $r$ from the nucleus in the direction of the unit vector $\mathbf n$, the spinor has large part $P\chi/r$ and small part $iQ\sigma_n\chi/r$, where $\chi$ is a constant two-spinor and $\sigma_n=\mathbf n\cdot\boldsymbol\sigma$. A common factor $1/\sqrt{4\pi}$ is left out; it turns the integrals over directions into averages. The Dirac matrices couple the two parts, so the current along the Cartesian unit vector $\mathbf e_i$ has spin matrix $i[\sigma_i,\sigma_n]=-2(\mathbf e_i\times\mathbf n)\cdot\boldsymbol\sigma$, times $PQ/r^2$. Let the second electron lie in direction $\mathbf m$. In the singlet $\langle\sigma_k\otimes\sigma_l\rangle=-\delta_{kl}$, hence

$$\sum_i\big\langle i[\sigma_i,\sigma_n]\otimes i[\sigma_i,\sigma_m]\big\rangle=-4\sum_i(\mathbf e_i\times\mathbf n)\cdot(\mathbf e_i\times\mathbf m)=-8\,\mathbf n\cdot\mathbf m .$$

The Pauli principle allows two electrons in one s orbital only this spin state; another state, possible with two different orbitals, would change the $-8$.

```lean
import Mathlib

open MeasureTheory Set Filter Topology Matrix

namespace GauntHeliumLike

noncomputable section

/-- The rank-one radial kernel `min(r,s) / max(r,s)^2`, for positive radii. -/
def dipoleKernel (r s : ℝ) : ℝ := min r s / max r s ^ 2

/-- The spin matrix `n · σ` of a real vector `n`. -/
def pauliDot (n : Fin 3 → ℝ) : Matrix (Fin 2) (Fin 2) ℂ :=
  !![(n 2 : ℂ), n 0 - Complex.I * n 1; n 0 + Complex.I * n 1, -(n 2 : ℂ)]

/-- Spin matrix of the `i`-th Dirac current component in direction `n`, for spinors with
large part `P χ / r` and small part `i Q (n · σ) χ / r`; the factor `P Q / r^2` is left out. -/
def current (n : Fin 3 → ℝ) (i : Fin 3) : Matrix (Fin 2) (Fin 2) ℂ :=
  Complex.I • (pauliDot (Pi.single i 1) * pauliDot n - pauliDot n * pauliDot (Pi.single i 1))

/-- Expectation value of `A ⊗ B` in the two-electron spin singlet. -/
def singletMean (A B : Matrix (Fin 2) (Fin 2) ℂ) : ℂ :=
  (A 0 0 * B 1 1 + A 1 1 * B 0 0 - A 0 1 * B 1 0 - A 1 0 * B 0 1) / 2

/-- Singlet mean of the scalar product of the two currents in directions `n` and `m`. -/
def spinFactor (n m : Fin 3 → ℝ) : ℂ := ∑ i, singletMean (current n i) (current m i)
```

By rotational invariance one direction can be fixed along $z$ and the other placed in the $xz$ plane, leaving an average over the cosine $x$ of the angle between them.

```lean
/-- Average of the current product over `r₁₂`, taken over the relative direction of the
electrons, with `x` the cosine of the angle between them; for distinct positive radii. -/
def angularFactor (r s : ℝ) : ℝ :=
  1 / 2 * ∫ x in (-1 : ℝ)..1,
    (spinFactor ![0, 0, 1] ![√(1 - x ^ 2), 0, x]).re / √(r ^ 2 + s ^ 2 - 2 * r * s * x)

/-- The Gaunt energy, the mean of `-α₁ · α₂ / r₁₂`, of a closed `s` shell with radial functions `P`
and `Q` normalised by `∫ (P^2 + Q^2) = 1`, in atomic units. The definition itself does not impose or
divide by the norm. -/
def gauntEnergy (P Q : ℝ → ℝ) : ℝ :=
  -∫ r in Ioi (0 : ℝ), ∫ s in Ioi (0 : ℝ), P r * Q r * (P s * Q s) * angularFactor r s
```

That `gauntEnergy` equals the six-dimensional expectation value in the Slater determinant, for orbitals with $\int_0^\infty(P^2+Q^2)\,dr=1$, is the step from model to atom, and it enters as a definition. For the functions below this integral is $1+\alpha^2Z^2/4$, so they are normalised to leading order, and dividing by the norm would change the energy only in higher orders of $\alpha Z$.

```lean
/-- The hydrogenic 1s large component. -/
def largeP (Z r : ℝ) : ℝ := 2 * Z ^ (3 / 2 : ℝ) * r * Real.exp (-(Z * r))

/-- The leading 1s small component. -/
def smallQ (α Z r : ℝ) : ℝ := -(α * Z / 2) * largeP Z r
```

The contraction is proved by writing out all matrix entries and comparing real and imaginary parts.

```lean
/-- In the spin singlet the product of the two currents is `-8 n · m`. -/
theorem spinFactor_eq (n m : Fin 3 → ℝ) : spinFactor n m = ((-8 * (n ⬝ᵥ m) : ℝ) : ℂ) := by
  apply Complex.ext <;>
    simp [spinFactor, singletMean, current, pauliDot, Fin.sum_univ_three, dotProduct,
      Pi.single_apply] <;> ring
```

## Distinct, positive radii

With $D=\sqrt{r^2+s^2-2rsx}$ the distance between the electrons, $x=(r^2+s^2-D^2)/(2rs)$ and $dx=-D\,dD/(rs)$. Writing $r_<,r_>$ for the smaller and larger radius,

$$\frac12\int_{-1}^1\frac{x}{D}dx=\frac{1}{4r^2s^2}\Big[(r^2+s^2)D-\frac{D^3}{3}\Big]_{|r-s|}^{r+s}=\frac{1}{4r^2s^2}\cdot\frac{4r_<^3}{3}=\frac{r_<}{3r_>^2}.$$

Positivity gives the upper limit $r+s$; at $r=-2$, $s=1$ the two sides would be $-1/12$ and $-2/3$. The condition $r\ne s$ keeps $D>0$, so that the antiderivative is differentiable up to $x=1$. At $r=s$ the singularity is integrable and the value by hand is the same.

The kernel $r_</r_>^2$ is the multipole term $r_<^k/r_>^{k+1}$ of rank $k=1$, hence the name "rank-one" in the code. The proof differentiates this cubic in $D$, evaluates the endpoints and treats $r<s$ and $r>s$ separately.

```lean
/-- The average of `cos θ / r₁₂` over directions is a third of the rank-one kernel,
at distinct positive radii. -/
theorem average_cos_div_distance {r s : ℝ} (hr : 0 < r) (hs : 0 < s) (hrs : r ≠ s) :
    1 / 2 * ∫ x in (-1 : ℝ)..1, x / √(r ^ 2 + s ^ 2 - 2 * r * s * x)
      = dipoleKernel r s / 3 := by
  have hu : ∀ x ∈ uIcc (-1 : ℝ) 1, 0 < r ^ 2 + s ^ 2 - 2 * r * s * x := by
    intro x hx
    rw [uIcc_of_le (by norm_num)] at hx
    have h1 : 0 < (r - s) ^ 2 := by
      have := sub_ne_zero.2 hrs
      positivity
    have h2 : 0 ≤ r * s * (1 - x) := mul_nonneg (by positivity) (by linarith [hx.2])
    nlinarith
  -- an antiderivative, as a cubic polynomial in the distance
  have hF : ∀ x ∈ uIcc (-1 : ℝ) 1, HasDerivAt (fun x => -1 / (2 * r ^ 2 * s ^ 2) *
      ((r ^ 2 + s ^ 2) * √(r ^ 2 + s ^ 2 - 2 * r * s * x) -
        √(r ^ 2 + s ^ 2 - 2 * r * s * x) * √(r ^ 2 + s ^ 2 - 2 * r * s * x) *
          √(r ^ 2 + s ^ 2 - 2 * r * s * x) / 3))
      (x / √(r ^ 2 + s ^ 2 - 2 * r * s * x)) x := by
    intro x hx
    have hD := (((hasDerivAt_id' x).const_mul (2 * r * s)).const_sub
      (r ^ 2 + s ^ 2)).sqrt (hu x hx).ne'
    refine (((hD.const_mul (r ^ 2 + s ^ 2)).fun_sub
      (((hD.fun_mul hD).fun_mul hD).div_const 3)).const_mul _).congr_deriv ?_
    have hp := Real.sqrt_pos.2 (hu x hx)
    have hq := Real.sq_sqrt (hu x hx).le
    generalize √(r ^ 2 + s ^ 2 - 2 * r * s * x) = D at hp hq ⊢
    have hx' : x = (r ^ 2 + s ^ 2 - D ^ 2) / (2 * r * s) := by
      rw [hq]
      field_simp
      ring
    rw [hx']
    field_simp
    ring
  have key := intervalIntegral.integral_eq_sub_of_hasDerivAt hF
    (ContinuousOn.intervalIntegrable (continuousOn_id.div (by fun_prop)
      (fun x hx => (Real.sqrt_pos.2 (hu x hx)).ne')))
  have h2 : √(r ^ 2 + s ^ 2 - 2 * r * s * (-1)) = r + s := by
    rw [show r ^ 2 + s ^ 2 - 2 * r * s * (-1) = (r + s) ^ 2 by ring,
      Real.sqrt_sq (by positivity)]
  have h1 : √(r ^ 2 + s ^ 2 - 2 * r * s * 1) = |r - s| := by
    rw [show r ^ 2 + s ^ 2 - 2 * r * s * 1 = (r - s) ^ 2 by ring, Real.sqrt_sq_eq_abs]
  simp only [h1, h2] at key
  rw [key, dipoleKernel]
  rcases lt_or_gt_of_ne hrs with h | h
  · rw [abs_of_neg (by linarith), min_eq_left h.le, max_eq_right h.le]
    field_simp
    ring
  · rw [abs_of_pos (by linarith), min_eq_right h.le, max_eq_left h.le]
    field_simp
    ring
```

Multiplying by $-8$ and by the interaction's minus sign gives the factor $8/3$. The diagonal $s=r$ has measure zero, so the excluded case does not affect the integral.

```lean
/-- Angular reduction: for any radial functions, the Gaunt energy of a closed `s` shell is
`8/3` times the rank-one double radial integral. -/
theorem gauntEnergy_eq_radial (P Q : ℝ → ℝ) :
    gauntEnergy P Q = 8 / 3 * ∫ r in Ioi (0 : ℝ), ∫ s in Ioi (0 : ℝ),
      P r * Q r * (P s * Q s) * dipoleKernel r s := by
  have hA : ∀ r s : ℝ, 0 < r → 0 < s → r ≠ s →
      angularFactor r s = -(8 / 3) * dipoleKernel r s := by
    intro r s hr hs hrs
    have hx : ∀ x : ℝ, (spinFactor ![0, 0, 1] ![√(1 - x ^ 2), 0, x]).re /
        √(r ^ 2 + s ^ 2 - 2 * r * s * x) = -8 * (x / √(r ^ 2 + s ^ 2 - 2 * r * s * x)) := by
      intro x
      have hd : (![0, 0, 1] : Fin 3 → ℝ) ⬝ᵥ ![√(1 - x ^ 2), 0, x] = x := by
        simp [dotProduct, Fin.sum_univ_three]
      rw [spinFactor_eq, Complex.ofReal_re, hd, mul_div_assoc]
    simp only [angularFactor, hx, intervalIntegral.integral_const_mul]
    linear_combination (-8) * average_cos_div_distance hr hs hrs
  have h : ∀ r ∈ Ioi (0 : ℝ),
      ∫ s in Ioi (0 : ℝ), P r * Q r * (P s * Q s) * angularFactor r s =
      -(8 / 3) * ∫ s in Ioi (0 : ℝ), P r * Q r * (P s * Q s) * dipoleKernel r s := by
    intro r hr
    rw [← integral_const_mul]
    apply setIntegral_congr_ae measurableSet_Ioi
    -- the diagonal `s = r` has measure zero
    filter_upwards [compl_mem_ae_iff.2 (measure_singleton r)] with s hs hs0
    rw [hA r s hr hs0 (fun e => hs e.symm)]
    ring
  rw [gauntEnergy, setIntegral_congr_fun measurableSet_Ioi h, integral_const_mul]
  ring
```

Here $P$ and $Q$ are arbitrary; the identity has physical content when the integrals converge, since Lean assigns zero to a divergent one.

## A small component of leading order

Kinetic balance is the Dirac equation's relation between the components at low velocity, $Q=\tfrac{\alpha}{2}(P'+\kappa P/r)$, where $\kappa$ is the relativistic angular quantum number. For s orbitals $\kappa=-1$, so $Q=\tfrac{\alpha}{2}(P'-P/r)$. Since $P'=P/r-ZP$, it gives $Q=-(\alpha Z/2)P$. The condition $r\neq0$ permits the division by $r$. With the full Dirac functions the factor $8/3$ stays, but the energy acquires higher orders in $\alpha Z$.

This $Q$ follows the convention with small part $-iQ\sigma_n\chi/r$, opposite to the one above; the energy is quadratic in $Q$ and does not change.

```lean
/-- Away from the nucleus the small component follows from the large one by kinetic balance
for `κ = -1`, `Q = (α / 2) (P' - P / r)`. -/
theorem kinetic_balance (α Z : ℝ) {r : ℝ} (hr : r ≠ 0) :
    smallQ α Z r = α / 2 * (deriv (largeP Z) r - largeP Z r / r) := by
  have hdiv : largeP Z r / r = 2 * Z ^ (3 / 2 : ℝ) * Real.exp (-(Z * r)) := by
    rw [largeP, div_eq_iff hr]
    ring
  have hP : HasDerivAt (largeP Z)
      (2 * Z ^ (3 / 2 : ℝ) * Real.exp (-(Z * r)) - Z * largeP Z r) r := by
    have hE := ((hasDerivAt_id' r).const_mul Z).fun_neg.exp
    refine (((hasDerivAt_id' r).const_mul (2 * Z ^ (3 / 2 : ℝ))).fun_mul hE).congr_deriv ?_
    simp only [largeP]
    ring
  rw [hP.deriv, hdiv, smallQ]
  ring
```

## An attractive nucleus

$Z>0$ makes the orbital decay; for $Z<0$ the exponential grows and there is no bound state. The proof uses it for $(Z^{3/2})^2=Z^3$ and for the decay rate $a=2Z>0$. Two lemmas supply the derivative and the limit at infinity.

```lean
/-- The derivative of the exponential `exp(-a x)` is `-a exp(-a x)`. -/
theorem hasDerivAt_decay (a x : ℝ) :
    HasDerivAt (fun x => Real.exp (-(a * x))) (-a * Real.exp (-(a * x))) x :=
  (((hasDerivAt_id' x).const_mul a).fun_neg.exp).congr_deriv (by ring)

/-- For `a > 0` the function `x^n exp(-a x)` vanishes at large distance. -/
theorem tendsto_decay {a : ℝ} (ha : 0 < a) (n : ℕ) :
    Tendsto (fun x : ℝ => x ^ n * Real.exp (-(a * x))) atTop (𝓝 0) := by
  have h := ((Real.tendsto_pow_mul_exp_neg_atTop_nhds_zero n).comp
    (tendsto_id.const_mul_atTop ha)).const_mul ((a ^ n)⁻¹)
  rw [mul_zero] at h
  refine h.congr fun x => ?_
  simp only [Function.comp_apply, id, mul_pow]
  field_simp
```

Splitting at $s=r$, the density $s^2e^{-as}$ has potential

$$\frac1{r^2}\int_0^r s^3e^{-as}ds+r\int_r^\infty e^{-as}ds=\frac{1}{r^2}\Big[\frac6{a^4}-e^{-ar}\Big(\frac{3r^2}{a^2}+\frac{6r}{a^3}+\frac6{a^4}\Big)\Big],$$

the terms in $re^{-ar}/a$ having cancelled. The proof makes the same split, with an antiderivative on each side.

An atomic Dirac–Fock program can do this step on a radial grid: one running sum of $s\,PQ$ outwards and one of $PQ/s^2$ inwards give the potential at every $r$.

```lean
/-- The rank-one potential at radius `r > 0` of the density `s^2 exp(-a s)`, `a > 0`. -/
theorem dipole_potential {a r : ℝ} (ha : 0 < a) (hr : 0 < r) :
    ∫ s in Ioi (0 : ℝ), s ^ 2 * Real.exp (-(a * s)) * dipoleKernel r s =
      (6 / a ^ 4 - Real.exp (-(a * r)) * (3 * r ^ 2 / a ^ 2 + 6 * r / a ^ 3 + 6 / a ^ 4))
        / r ^ 2 := by
  have e1 : EqOn (fun s => s ^ 2 * Real.exp (-(a * s)) * dipoleKernel r s)
      (fun s => s ^ 3 * Real.exp (-(a * s)) / r ^ 2) (Ioc 0 r) := by
    intro s hs
    simp only [dipoleKernel, min_eq_right hs.2, max_eq_left hs.2]
    ring
  have e2 : EqOn (fun s => s ^ 2 * Real.exp (-(a * s)) * dipoleKernel r s)
      (fun s => r * Real.exp (-(a * s))) (Ioi r) := by
    intro s hs
    have hs' : r < s := hs
    have hs0 : s ≠ 0 := (hr.trans hs').ne'
    simp only [dipoleKernel, min_eq_left hs'.le, max_eq_right hs'.le]
    field_simp
  have i1 : IntegrableOn (fun s => s ^ 3 * Real.exp (-(a * s)) / r ^ 2) (Ioc 0 r) :=
    (by fun_prop : Continuous fun s : ℝ =>
      s ^ 3 * Real.exp (-(a * s)) / r ^ 2).integrableOn_Ioc
  -- outer region
  have d2 : ∀ x ∈ Ici r, HasDerivAt (fun s => -(r / a) * Real.exp (-(a * s)))
      (r * Real.exp (-(a * x))) x := fun x _ =>
    ((hasDerivAt_decay a x).const_mul _).congr_deriv (by field_simp)
  have p2 : ∀ x ∈ Ioi r, 0 ≤ r * Real.exp (-(a * x)) := fun x _ => by positivity
  have t2 : Tendsto (fun s => -(r / a) * Real.exp (-(a * s))) atTop (𝓝 0) := by
    simpa using (tendsto_decay ha 0).const_mul (-(r / a))
  have i2 := integrableOn_Ioi_deriv_of_nonneg' d2 p2 t2
  have v2 := integral_Ioi_of_hasDerivAt_of_nonneg' d2 p2 t2
  -- inner region
  have d1 : ∀ x ∈ uIcc 0 r, HasDerivAt (fun x => (x * x * x / a + 3 / a ^ 2 * (x * x) +
      6 / a ^ 3 * x + 6 / a ^ 4) * Real.exp (-(a * x)) * (-1 / r ^ 2))
      (x ^ 3 * Real.exp (-(a * x)) / r ^ 2) x := by
    intro x _
    have h1 := hasDerivAt_id' x
    have h2 := h1.fun_mul h1
    have h3 := h2.fun_mul h1
    refine ((((((h3.div_const a).fun_add (h2.const_mul (3 / a ^ 2))).fun_add
      (h1.const_mul (6 / a ^ 3))).add_const (6 / a ^ 4)).fun_mul
      (hasDerivAt_decay a x)).mul_const _).congr_deriv ?_
    field_simp
    ring
  have v1 := intervalIntegral.integral_eq_sub_of_hasDerivAt d1
    ((by fun_prop : Continuous fun s : ℝ =>
      s ^ 3 * Real.exp (-(a * s)) / r ^ 2).intervalIntegrable 0 r)
  rw [← Ioc_union_Ioi_eq_Ioi hr.le, setIntegral_union (Ioc_disjoint_Ioi le_rfl)
    measurableSet_Ioi (i1.congr_fun e1.symm measurableSet_Ioc)
    (i2.congr_fun e2.symm measurableSet_Ioi), setIntegral_congr_fun measurableSet_Ioc e1,
    setIntegral_congr_fun measurableSet_Ioi e2, v2, ← intervalIntegral.integral_of_le hr.le, v1]
  simp only [mul_zero, neg_zero, Real.exp_zero]
  field_simp
  ring
```

Multiplying by $r^2e^{-ar}$ and integrating gives

$$\frac{1}{a^5}\Big(6-\frac34-\frac32-3\Big)=\frac{3}{4a^5}.$$

In Lean one antiderivative covers the whole integrand, whose non-negativity secures integrability.

```lean
/-- The rank-one interaction of two densities `r^2 exp(-a r)`, `a > 0`, is `3 / (4 a^5)`. -/
theorem dipole_interaction {a : ℝ} (ha : 0 < a) :
    ∫ r in Ioi (0 : ℝ), r ^ 2 * Real.exp (-(a * r)) *
      ∫ s in Ioi (0 : ℝ), s ^ 2 * Real.exp (-(a * s)) * dipoleKernel r s
      = 3 / (4 * a ^ 5) := by
  have hW : ∀ r ∈ Ioi (0 : ℝ), r ^ 2 * Real.exp (-(a * r)) *
      ∫ s in Ioi (0 : ℝ), s ^ 2 * Real.exp (-(a * s)) * dipoleKernel r s =
      Real.exp (-(a * r)) * (6 / a ^ 4 - Real.exp (-(a * r)) *
        (3 * r ^ 2 / a ^ 2 + 6 * r / a ^ 3 + 6 / a ^ 4)) := by
    intro r hr
    have hr0 : r ≠ 0 := (mem_Ioi.1 hr).ne'
    rw [dipole_potential ha hr]
    field_simp
  have hpos : ∀ r ∈ Ioi (0 : ℝ), 0 ≤ Real.exp (-(a * r)) * (6 / a ^ 4 -
      Real.exp (-(a * r)) * (3 * r ^ 2 / a ^ 2 + 6 * r / a ^ 3 + 6 / a ^ 4)) := by
    intro r hr
    rw [← hW r hr]
    refine mul_nonneg (by positivity) (setIntegral_nonneg measurableSet_Ioi fun s hs => ?_)
    have hr' : 0 < r := hr
    have hs' : 0 < s := hs
    unfold dipoleKernel
    positivity
  have hd : ∀ x ∈ Ici (0 : ℝ), HasDerivAt (fun x => -6 / a ^ 5 * Real.exp (-(a * x)) +
      3 / (2 * a ^ 3) * (x * Real.exp (-(a * x)) * (x * Real.exp (-(a * x)))) +
      9 / (2 * a ^ 4) * (x * Real.exp (-(a * x)) * Real.exp (-(a * x))) +
      21 / (4 * a ^ 5) * (Real.exp (-(a * x)) * Real.exp (-(a * x))))
      (Real.exp (-(a * x)) * (6 / a ^ 4 - Real.exp (-(a * x)) *
        (3 * x ^ 2 / a ^ 2 + 6 * x / a ^ 3 + 6 / a ^ 4))) x := by
    intro x _
    have hE := hasDerivAt_decay a x
    have hU := (hasDerivAt_id' x).fun_mul hE
    refine ((((hE.const_mul _).fun_add ((hU.fun_mul hU).const_mul _)).fun_add
      ((hU.fun_mul hE).const_mul _)).fun_add ((hE.fun_mul hE).const_mul _)).congr_deriv ?_
    field_simp
    ring
  have tE : Tendsto (fun x => Real.exp (-(a * x))) atTop (𝓝 0) := by
    simpa using tendsto_decay ha 0
  have tU : Tendsto (fun x => x * Real.exp (-(a * x))) atTop (𝓝 0) := by
    simpa using tendsto_decay ha 1
  have ht := (((tE.const_mul (-6 / a ^ 5)).add ((tU.mul tU).const_mul (3 / (2 * a ^ 3)))).add
    ((tU.mul tE).const_mul (9 / (2 * a ^ 4)))).add ((tE.mul tE).const_mul (21 / (4 * a ^ 5)))
  rw [setIntegral_congr_fun measurableSet_Ioi hW,
    integral_Ioi_of_hasDerivAt_of_nonneg' hd hpos ht]
  simp only [mul_zero, neg_zero, Real.exp_zero, zero_mul, add_zero]
  field_simp
  ring
```

Finally $PQ=-2\alpha Z^4r^2e^{-2Zr}$, so the radial integral is $4\alpha^2Z^8\cdot 3/(4(2Z)^5)=3\alpha^2Z^3/32$.

```lean
/-- For `Z > 0` the rank-one radial integral of the 1s shell is `3 α^2 Z^3 / 32`. -/
theorem radial_integral_1s (α : ℝ) {Z : ℝ} (hZ : 0 < Z) :
    ∫ r in Ioi (0 : ℝ), ∫ s in Ioi (0 : ℝ), largeP Z r * smallQ α Z r *
      (largeP Z s * smallQ α Z s) * dipoleKernel r s = 3 * α ^ 2 * Z ^ 3 / 32 := by
  have hPQ : ∀ r, largeP Z r * smallQ α Z r =
      -(2 * α * Z ^ 4) * (r ^ 2 * Real.exp (-(2 * Z * r))) := by
    intro r
    have h1 : (Z ^ (3 / 2 : ℝ)) ^ 2 = Z ^ 3 := by
      rw [← Real.rpow_natCast, ← Real.rpow_mul hZ.le, ← Real.rpow_natCast]
      norm_num
    have h2 : Real.exp (-(2 * Z * r)) = Real.exp (-(Z * r)) ^ 2 := by
      rw [sq, ← Real.exp_add]
      congr 1
      ring
    rw [h2, smallQ, largeP]
    linear_combination (-2 * α * Z * r ^ 2 * Real.exp (-(Z * r)) ^ 2) * h1
  have h : ∀ r s, largeP Z r * smallQ α Z r * (largeP Z s * smallQ α Z s) * dipoleKernel r s =
      4 * α ^ 2 * Z ^ 8 * (r ^ 2 * Real.exp (-(2 * Z * r)) *
        (s ^ 2 * Real.exp (-(2 * Z * s)) * dipoleKernel r s)) := by
    intro r s
    rw [hPQ, hPQ]
    ring
  simp_rw [h, integral_const_mul]
  rw [dipole_interaction (by positivity : 0 < 2 * Z)]
  field_simp
  ring
```

The angular reduction then gives the energy, for every real `α`.

```lean
/-- For `Z > 0` the Gaunt energy of the 1s² singlet, with the hydrogenic large component and the
leading small component (normalised to leading order in `α Z`), is `α^2 Z^3 / 4`. -/
theorem gauntEnergy_1s (α : ℝ) {Z : ℝ} (hZ : 0 < Z) :
    gauntEnergy (largeP Z) (smallQ α Z) = α ^ 2 * Z ^ 3 / 4 := by
  rw [gauntEnergy_eq_radial, radial_integral_1s α hZ]
  ring

end

end GauntHeliumLike
```

```lean
#print axioms GauntHeliumLike.kinetic_balance
#print axioms GauntHeliumLike.gauntEnergy_1s
```

```
'GauntHeliumLike.kinetic_balance' depends on axioms: [propext, Classical.choice, Quot.sound]
'GauntHeliumLike.gauntEnergy_1s' depends on axioms: [propext, Classical.choice, Quot.sound]
```
